# A two-level molecular dot with nonzero residues has a transmission zero between its levels exactly when the residues have equal sign

Put two levels at energies 0 and 1. Between them $E$ is positive and $E-1$ is negative. With equal residues the amplitude
$$\frac1E+\frac1{E-1}$$
is a sum of terms of opposite sign, and they cancel at $E=1/2$. If the second residue changes sign, both terms are positive and nothing cancels. A third level adds a further term, which can restore the cancellation.

```lean
import Mathlib

open Finset

namespace MolecularDotInterference

noncomputable section

variable {ι : Type*} [Fintype ι] [DecidableEq ι]
```

The symbol `ι` stands for a finite index set. It labels the levels and, in the matrix theorem below, also the sites.

## The amplitude and its background

```lean
/-- Transmission amplitude at energy `E` of a dot with levels `e k` and residues `a k`,
for `E` different from every level. -/
def amplitude {ι : Type*} [Fintype ι] (a e : ι → ℝ) (E : ℝ) : ℝ :=
  ∑ k, a k / (E - e k)
```

In ordinary notation, $G(E)=\sum_k a_k/(E-e_k)$, with real levels $e_k$ and real residues $a_k$. Lean sets $x/0=0$, so the formula has its physical meaning only away from the levels.

```lean
/-- The part of the amplitude due to all levels other than the frontier levels `h` and `l`,
for `E` different from these other levels. -/
def background (a e : ι → ℝ) (h l : ι) (E : ℝ) : ℝ :=
  ∑ k ∈ (univ.erase h).erase l, a k / (E - e k)
```

Two levels $h$ and $l$ are singled out as the frontier levels; no occupation numbers enter. The background $B(E)$ is the same sum over all other levels.

## Residues from molecular orbitals

```lean
/-- If the columns of the orthogonal matrix `U` are eigenvectors of `H` with energies `e k`, then
away from these energies the Green function between sites `i` and `j` is the amplitude whose
residues are the products of orbital coefficients `U i k * U j k`. -/
theorem green_eq_amplitude (H U : Matrix ι ι ℝ) (e : ι → ℝ) (E : ℝ)
    (hU : U * U.transpose = 1) (hH : H * U = U * Matrix.diagonal e)
    (hE : ∀ k, E ≠ e k) (i j : ι) :
    (E • (1 : Matrix ι ι ℝ) - H)⁻¹ i j = amplitude (fun k => U i k * U j k) e E := by
  have h1 : (E • (1 : Matrix ι ι ℝ) - H) * U = U * Matrix.diagonal (fun k => E - e k) := by
    rw [Matrix.sub_mul, hH, Matrix.smul_mul, Matrix.one_mul]
    ext i k
    simp only [Matrix.sub_apply, Matrix.smul_apply, Matrix.mul_diagonal, smul_eq_mul]
    ring
  have h2 : Matrix.diagonal (fun k => E - e k) * Matrix.diagonal (fun k => (E - e k)⁻¹)
      = (1 : Matrix ι ι ℝ) := by
    rw [Matrix.diagonal_mul_diagonal, ← Matrix.diagonal_one]
    congr 1
    funext k
    exact mul_inv_cancel₀ (sub_ne_zero.2 (hE k))
  -- the resolvent is diagonal in the basis of molecular orbitals
  have hinv : (E • (1 : Matrix ι ι ℝ) - H)⁻¹
      = U * Matrix.diagonal (fun k => (E - e k)⁻¹) * U.transpose := by
    apply Matrix.inv_eq_right_inv
    rw [← Matrix.mul_assoc, ← Matrix.mul_assoc, h1, Matrix.mul_assoc U, h2,
      Matrix.mul_one, hU]
  rw [hinv, Matrix.mul_apply]
  unfold amplitude
  refine Finset.sum_congr rfl fun k _ => ?_
  simp only [Matrix.mul_diagonal, Matrix.transpose_apply]
  ring
```

The hypothesis `hU` says that $U$ is orthogonal, `hH` that its columns are eigenvectors of $H$, and `hE` that $E$ is not a level. The conclusion is
$$[(E-H)^{-1}]_{ij}=\sum_k\frac{U_{ik}U_{jk}}{E-e_k}.$$

Let $D$ be the diagonal matrix of levels. From $HU=UD$ follows $(E-H)U=U(E-D)$, which is `h1`. Multiplying on the right by $(E-D)^{-1}U^{T}$ gives
$$(E-H)\,U(E-D)^{-1}U^{T}=UU^{T}=1,$$
so the inverse is $U(E-D)^{-1}U^{T}$ (`hinv`). Its $ij$ element is the stated sum.

This is the Green function of an isolated, non-interacting molecule with a real Hamiltonian in an orthonormal site basis. Taking it as the transmission amplitude, up to a factor, stands for weak coupling to one lead at site $i$ and another at site $j$; lead self-energies are left out. Orthonormal rows of $U$ also imply $\sum_k a_k=\delta_{ij}$, a constraint that the theorems below do not impose on their residues.

```lean
/-- A two-site Hamiltonian with energies 0 and 25 and its orthogonal matrix of eigenvectors
satisfy the relations required in `green_eq_amplitude`. -/
theorem green_eq_amplitude_witness :
    (!![3/5, 4/5; 4/5, -3/5] : Matrix (Fin 2) (Fin 2) ℝ)
        * (!![3/5, 4/5; 4/5, -3/5] : Matrix (Fin 2) (Fin 2) ℝ).transpose = 1 ∧
    (!![16, -12; -12, 9] : Matrix (Fin 2) (Fin 2) ℝ) * !![3/5, 4/5; 4/5, -3/5]
        = !![3/5, 4/5; 4/5, -3/5] * Matrix.diagonal ![0, 25] := by
  constructor <;> ext i j <;> fin_cases i <;> fin_cases j <;>
    norm_num [Matrix.mul_apply, Fin.sum_univ_two, Matrix.diagonal_apply, Matrix.one_apply]
```

This is a concrete case: the normalised orbitals $(3/5,4/5)$ and $(4/5,-3/5)$ have energies 0 and 25. The proof compares the matrices entry by entry.

## Clearing the frontier denominators

```lean
/-- For two different frontier levels `h` and `l`, the amplitude is the sum of the two frontier
terms and the background. -/
theorem amplitude_split (a e : ι → ℝ) {h l : ι} (hl : l ≠ h) (E : ℝ) :
    amplitude a e E = a h / (E - e h) - a l / (e l - E) + background a e h l E := by
  have h1 := Finset.add_sum_erase univ (fun k => a k / (E - e k)) (mem_univ h)
  have h2 := Finset.add_sum_erase (univ.erase h) (fun k => a k / (E - e k))
    (mem_erase.2 ⟨hl, mem_univ l⟩)
  have h3 : a l / (E - e l) = -(a l / (e l - E)) := by
    rw [← neg_sub (e l) E, div_neg]
  simp only [h3] at h1 h2
  unfold amplitude background
  linarith
```

For $h\neq l$,
$$G(E)=\frac{a_h}{E-e_h}-\frac{a_l}{e_l-E}+B(E).$$
The proof takes the two frontier terms out of the sum and reverses the sign of the second denominator.

```lean
/-- Between the frontier levels, the amplitude vanishes exactly when the expression obtained by
clearing the two frontier denominators vanishes. -/
theorem node_iff (a e : ι → ℝ) {h l : ι} {E : ℝ} (hE : E ∈ Set.Ioo (e h) (e l)) :
    amplitude a e E = 0 ↔
      a h * (e l - E) - a l * (E - e h)
        + (E - e h) * (e l - E) * background a e h l E = 0 := by
  have hl : l ≠ h := by
    rintro rfl
    exact lt_irrefl _ (hE.1.trans hE.2)
  have hx : E - e h ≠ 0 := (sub_pos.2 hE.1).ne'
  have hy : e l - E ≠ 0 := (sub_pos.2 hE.2).ne'
  rw [amplitude_split a e hl, div_sub_div _ _ hx hy, div_add' _ _ _ (mul_ne_zero hx hy),
    div_eq_zero_iff, or_iff_left (mul_ne_zero hx hy)]
  constructor <;> intro H <;> linear_combination H
```

`Set.Ioo (e h) (e l)` is the open interval $(e_h,e_l)$. There $(E-e_h)(e_l-E)$ is positive, and multiplying $G$ by it gives
$$F(E)=a_h(e_l-E)-a_l(E-e_h)+(E-e_h)(e_l-E)B(E).$$
So $G$ and $F$ have the same zeros in the gap.

## Equal signs force a zero

```lean
/-- For any number of levels, frontier residues of equal sign force a zero of the amplitude
between the frontier levels, if every other level lies strictly outside the gap. -/
theorem node_of_same_sign (a e : ι → ℝ) {h l : ι} (hlt : e h < e l)
    (hgap : ∀ k, k ≠ h → k ≠ l → e k < e h ∨ e l < e k) (hs : 0 < a h * a l) :
    ∃ E ∈ Set.Ioo (e h) (e l), amplitude a e E = 0 := by
  have hB : ContinuousOn (fun E => background a e h l E) (Set.Icc (e h) (e l)) := by
    unfold background
    refine continuousOn_finsetSum _ fun k hk => ?_
    refine ContinuousOn.div continuousOn_const (by fun_prop) fun x hx => ?_
    have hk' := mem_erase.1 hk
    rcases hgap k (mem_erase.1 hk'.2).1 hk'.1 with h' | h'
    · exact (sub_pos.2 (h'.trans_le hx.1)).ne'
    · exact (sub_neg.2 (hx.2.trans_lt h')).ne
  obtain ⟨F, hF⟩ : ∃ F : ℝ → ℝ, F = fun E => a h * (e l - E) - a l * (E - e h)
      + (E - e h) * (e l - E) * background a e h l E := ⟨_, rfl⟩
  have hc : ContinuousOn F (Set.Icc (e h) (e l)) := by
    rw [hF]
    exact ContinuousOn.add (by fun_prop) (ContinuousOn.mul (by fun_prop) hB)
  -- the cleared amplitude has opposite signs at the two edges of the gap
  have h1 : F (e h) = a h * (e l - e h) := by simp only [hF]; ring
  have h2 : F (e l) = -(a l * (e l - e h)) := by simp only [hF]; ring
  have hd : 0 < e l - e h := sub_pos.2 hlt
  have hz : (0 : ℝ) ∈ F '' Set.Ioo (e h) (e l) := by
    rcases mul_pos_iff.1 hs with ⟨p, q⟩ | ⟨p, q⟩
    · apply intermediate_value_Ioo' hlt.le hc
      rw [h1, h2]
      exact ⟨neg_neg_of_pos (mul_pos q hd), mul_pos p hd⟩
    · apply intermediate_value_Ioo hlt.le hc
      rw [h1, h2]
      exact ⟨mul_neg_of_neg_of_pos p hd, neg_pos.2 (mul_neg_of_neg_of_pos q hd)⟩
  obtain ⟨E, hE, h0⟩ := hz
  refine ⟨E, hE, (node_iff a e hE).2 ?_⟩
  simpa only [hF] using h0
```

The hypothesis `hgap` places every other level strictly below $e_h$ or strictly above $e_l$. Then $B$ is continuous on the closed gap (`hB`), and so is $F$ (`hc`). At the edges the background term drops out:
$$F(e_h)=a_h(e_l-e_h),\qquad F(e_l)=-a_l(e_l-e_h).$$
If $a_ha_l>0$, these values have opposite signs, and the intermediate value theorem gives a zero inside. Lean treats two cases, both residues positive and both negative, because $F$ falls through zero in one and rises in the other. The theorem gives at least one zero and does not count them. Levels degenerate with a frontier level are excluded by `hgap`; they can first be merged with it into one level that carries the sum of their residues.

## The rule for two levels

```lean
/-- Between two levels, the amplitude of a two-level dot vanishes exactly at the energy where the
residues balance, each weighted by the distance to the other level. -/
theorem lever_rule (a1 a2 : ℝ) {e1 e2 E : ℝ} (hE : E ∈ Set.Ioo e1 e2) :
    amplitude ![a1, a2] ![e1, e2] E = 0 ↔ a1 * (e2 - E) = a2 * (E - e1) := by
  have hb : background ![a1, a2] ![e1, e2] 0 1 E = 0 := by
    unfold background
    rw [show ((univ : Finset (Fin 2)).erase 0).erase 1 = ∅ by decide, Finset.sum_empty]
  have key : amplitude ![a1, a2] ![e1, e2] E = 0 ↔ a1 * (e2 - E) - a2 * (E - e1)
      + (E - e1) * (e2 - E) * background ![a1, a2] ![e1, e2] 0 1 E = 0 :=
    node_iff ![a1, a2] ![e1, e2] (h := 0) (l := 1) hE
  rw [key, hb, mul_zero, add_zero, sub_eq_zero]
```

The notation `![a1, a2]` is a list with positions 0 and 1. With only two levels $B=0$, and $F(E)=0$ becomes
$$a_1(e_2-E)=a_2(E-e_1).$$
For positive residues this is the balance condition of a lever with its fulcrum at $E$ and the loads exchanged: $a_1$ sits at $e_2$ and $a_2$ at $e_1$. The zero therefore lies nearer to the level with the smaller residue.

```lean
/-- Frontier-orbital rule: for two levels `e1 < e2` and a nonzero residue `a1`, the amplitude
vanishes somewhere between the levels if and only if the two residues have the same sign. -/
theorem frontier_rule {a1 a2 e1 e2 : ℝ} (he : e1 < e2) (ha : a1 ≠ 0) :
    (∃ E ∈ Set.Ioo e1 e2, amplitude ![a1, a2] ![e1, e2] E = 0) ↔ 0 < a1 * a2 := by
  constructor
  · rintro ⟨E, hE, h0⟩
    have hl := (lever_rule a1 a2 hE).1 h0
    have hp : 0 < a1 ^ 2 * (e2 - E) := mul_pos (by positivity) (sub_pos.2 hE.2)
    have hq : a1 * a2 * (E - e1) = a1 ^ 2 * (e2 - E) := by linear_combination -a1 * hl
    exact pos_of_mul_pos_left (hq ▸ hp) (sub_pos.2 hE.1).le
  · intro hs
    refine node_of_same_sign ![a1, a2] ![e1, e2] (h := 0) (l := 1) he ?_ hs
    intro k h0 h1
    exfalso
    fin_cases k
    · exact h0 rfl
    · exact h1 rfl
```

Suppose there is a zero between the levels. Multiplying the lever rule by $a_1$ gives
$$a_1a_2(E-e_1)=a_1^2(e_2-E)>0,$$
which is `hq` with `hp`, and hence $a_1a_2>0$. The converse is the previous existence theorem, with no other level to check.

The hypothesis $a_1\neq0$ excludes the case in which both residues vanish, where $G$ is zero everywhere although $a_1a_2=0$. The residue $a_2$ may be zero; then both sides of the equivalence are false.

## Opposite signs with a weak background

```lean
/-- For frontier residues of opposite sign, the amplitude is nonzero at every energy in the gap
where the background is smaller in magnitude than `(√|a h| + √|a l|)² / (e l - e h)`. -/
theorem no_node_of_weak_background (a e : ι → ℝ) {h l : ι} {E : ℝ}
    (hE : E ∈ Set.Ioo (e h) (e l)) (hs : a h * a l < 0)
    (hb : |background a e h l E| < (√|a h| + √|a l|) ^ 2 / (e l - e h)) :
    amplitude a e E ≠ 0 := by
  have hl : l ≠ h := by
    rintro rfl
    exact lt_irrefl _ (hE.1.trans hE.2)
  have hx : 0 < E - e h := sub_pos.2 hE.1
  have hy : 0 < e l - E := sub_pos.2 hE.2
  -- the two frontier terms add up to at least the stated bound
  have hfloor : (√|a h| + √|a l|) ^ 2 / (e l - e h)
      ≤ |a h| / (E - e h) + |a l| / (e l - E) := by
    have ht : (√|a h| + √|a l|) ^ 2 / ((E - e h) + (e l - E))
        ≤ √|a h| ^ 2 / (E - e h) + √|a l| ^ 2 / (e l - E) := by
      rw [div_add_div _ _ hx.ne' hy.ne', div_le_div_iff₀ (by positivity) (by positivity)]
      nlinarith [sq_nonneg (√|a h| * (e l - E) - √|a l| * (E - e h))]
    rw [Real.sq_sqrt (abs_nonneg _), Real.sq_sqrt (abs_nonneg _)] at ht
    rwa [show (E - e h) + (e l - E) = e l - e h by ring] at ht
  have hb' := abs_lt.1 (hb.trans_le hfloor)
  rw [amplitude_split a e hl]
  intro h0
  rcases mul_neg_iff.1 hs with ⟨p, q⟩ | ⟨p, q⟩
  · rw [abs_of_pos p, abs_of_neg q, neg_div] at hb'
    linarith [hb'.1]
  · rw [abs_of_neg p, abs_of_pos q, neg_div] at hb'
    linarith [hb'.2]
```

Write $x=E-e_h$ and $y=e_l-E$, both positive. For $a_ha_l<0$ the two frontier terms have the same sign, so their sum has magnitude $|a_h|/x+|a_l|/y$. With $p=\sqrt{|a_h|}$ and $q=\sqrt{|a_l|}$,
$$\frac{p^2}{x}+\frac{q^2}{y}-\frac{(p+q)^2}{x+y}=\frac{(py-qx)^2}{xy(x+y)}\ge0.$$
Since $x+y=e_l-e_h$, the frontier sum is at least the bound in `hb`. A smaller background cannot cancel it. Lean proves the inequality as `hfloor`, where `nlinarith` is given the square $(py-qx)^2$, and then treats the two sign patterns.

The condition concerns one energy at a time; if it holds throughout the gap, the gap contains no zero. It is sufficient only, since a large background of the same sign as the frontier terms does no harm.

For a finite, non-interacting model such as a weakly coupled tight-binding molecule, this gives a condition under which frontier residues of opposite sign exclude a transmission zero at a given energy in the gap. Partial cancellation by the background remains possible.

## A third level that creates two zeros

```lean
/-- With levels 0, 1, 2 and residues 1, -1, 10, the amplitude has exactly two zeros between the
levels 0 and 1, although the residues of these two levels have opposite signs. -/
theorem third_level_two_nodes :
    (11 - √41) / 20 < (11 + √41) / 20 ∧
    {E : ℝ | E ∈ Set.Ioo 0 1 ∧ amplitude ![1, -1, 10] ![0, 1, 2] E = 0}
      = {(11 - √41) / 20, (11 + √41) / 20} := by
  have hs : √41 ^ 2 = (41 : ℝ) := Real.sq_sqrt (by norm_num)
  have h6 : 6 < √41 := by nlinarith [Real.sqrt_nonneg 41]
  have h7 : √41 < 7 := by nlinarith [Real.sqrt_nonneg 41]
  -- inside the gap the zeros are the roots of a quadratic
  have key : ∀ E : ℝ, E ∈ Set.Ioo (0 : ℝ) 1 →
      (amplitude ![1, -1, 10] ![0, 1, 2] E = 0 ↔ 10 * E ^ 2 - 11 * E + 2 = 0) := by
    intro E hE
    have hA : amplitude ![1, -1, 10] ![0, 1, 2] E
        = 1 / (E - 0) + (-1) / (E - 1) + 10 / (E - 2) := by
      unfold amplitude
      exact Fin.sum_univ_three _
    have h0 : E - 0 ≠ 0 := (sub_pos.2 hE.1).ne'
    have h1 : E - 1 ≠ 0 := (sub_neg.2 hE.2).ne
    have h2 : E - 2 ≠ 0 := by
      have := hE.2
      exact (by linarith : E - 2 < 0).ne
    rw [hA, div_add_div _ _ h0 h1, div_add_div _ _ (mul_ne_zero h0 h1) h2,
      div_eq_zero_iff, or_iff_left (mul_ne_zero (mul_ne_zero h0 h1) h2)]
    constructor <;> intro H <;> linear_combination H
  refine ⟨by linarith, ?_⟩
  ext E
  simp only [Set.mem_ofPred_eq, Set.mem_insert_iff, Set.mem_singleton_iff]
  constructor
  · rintro ⟨hE, h0⟩
    have hq := (key E hE).1 h0
    have hf : (E - (11 - √41) / 20) * (E - (11 + √41) / 20) = 0 := by
      linear_combination hq / 10 - hs / 400
    rcases mul_eq_zero.1 hf with h | h
    · exact Or.inl (sub_eq_zero.1 h)
    · exact Or.inr (sub_eq_zero.1 h)
  · rintro (rfl | rfl)
    · have hm : (11 - √41) / 20 ∈ Set.Ioo (0 : ℝ) 1 := ⟨by linarith, by linarith⟩
      exact ⟨hm, (key _ hm).2 (by linear_combination hs / 40)⟩
    · have hm : (11 + √41) / 20 ∈ Set.Ioo (0 : ℝ) 1 := ⟨by linarith, by linarith⟩
      exact ⟨hm, (key _ hm).2 (by linear_combination hs / 40)⟩

end

end MolecularDotInterference
```

Multiplying $1/E-1/(E-1)+10/(E-2)$ by $E(E-1)(E-2)$ gives
$$(E-1)(E-2)-E(E-2)+10E(E-1)=10E^2-11E+2,$$
with roots $(11\pm\sqrt{41})/20$. Since $6<\sqrt{41}<7$ (`h6`, `h7`), both lie in $(0,1)$. The theorem states that the roots are distinct and that the set of zeros in the gap consists of exactly these two. In the proof, `key` is the reduction to the quadratic, and `hf` is its factorisation.

The frontier terms add up to $1/(E(1-E))$, which is 4 at mid-gap and diverges at the edges. The background lies between $-10$ and $-5$, so it wins in the middle and loses near both levels.

These residues sum to 10, so they do not belong to a three-site molecule with orthonormal orbitals. They can describe, up to a common factor, three levels of a larger molecule whose remaining levels are far away.

```lean
#print axioms MolecularDotInterference.green_eq_amplitude
#print axioms MolecularDotInterference.frontier_rule
#print axioms MolecularDotInterference.no_node_of_weak_background
#print axioms MolecularDotInterference.third_level_two_nodes
```

```
'MolecularDotInterference.green_eq_amplitude' depends on axioms: [propext, Classical.choice, Quot.sound]
'MolecularDotInterference.frontier_rule' depends on axioms: [propext, Classical.choice, Quot.sound]
'MolecularDotInterference.no_node_of_weak_background' depends on axioms: [propext, Classical.choice, Quot.sound]
'MolecularDotInterference.third_level_two_nodes' depends on axioms: [propext, Classical.choice, Quot.sound]
```
